# For a rigid asymmetric top with J ≥ 1, the B axis gives the largest off-diagonal weight of the three principal axes

The rotational constants of the top are ordered A > B > C. The off-diagonal weight for an axis is the sum of |Hᵢⱼ|² over i ≠ j, where H is the rotor Hamiltonian at fixed J, written in an orthonormal eigenbasis of the angular momentum component along that axis. Units have ħ = 1, [p, q] means pq − qp, and ᴴ is the conjugate transpose. All matrices are complex and d × d, with rows and columns labelled by the finite type `n`.

```lean
import Mathlib

open Matrix

namespace AsymmetricTopAxis

noncomputable section

variable {n : Type*} [Fintype n] [DecidableEq n]
```

`IsAngularMomentum J x y z` describes three Hermitian components at fixed total angular momentum J, a natural number. Molecule-fixed components usually obey the commutators with the opposite sign. Negating all three restores the sign used here and changes neither their squares nor their eigenbases.

```lean
/-- Hermitian matrices `x, y, z` are the components of an angular momentum with quantum
number `J`: they obey the commutation relations and their squares add up to `J(J+1)`. -/
structure IsAngularMomentum (J : ℕ) (x y z : Matrix n n ℂ) : Prop where
  herm_x : xᴴ = x
  herm_y : yᴴ = y
  herm_z : zᴴ = z
  xy : x * y - y * x = Complex.I • z
  yz : y * z - z * y = Complex.I • x
  zx : z * x - x * z = Complex.I • y
  casimir : x * x + y * y + z * z = ((J : ℂ) * ((J : ℂ) + 1)) • (1 : Matrix n n ℂ)
```

In `rotor`, the real constants X, Y, Z multiply the squared components. Physically they are rotational constants, inversely proportional to the principal moments of inertia. Centrifugal distortion is left out.

```lean
/-- The rigid-rotor Hamiltonian `X x² + Y y² + Z z²` with rotational constants `X, Y, Z`. -/
def rotor (X Y Z : ℝ) (x y z : Matrix n n ℂ) : Matrix n n ℂ :=
  (X : ℂ) • (x * x) + (Y : ℂ) • (y * y) + (Z : ℂ) • (z * z)
```

An eigenbasis is a unitary U that diagonalises L, with any phases and any order of the columns. For an angular momentum component L, this includes the usual basis |J, k⟩ labelled by the eigenvalues k of L.

```lean
/-- The columns of `U` form an orthonormal basis of eigenvectors of `L`. -/
def IsEigenbasis (U L : Matrix n n ℂ) : Prop :=
  Uᴴ * U = 1 ∧ ∃ m : n → ℂ, Uᴴ * L * U = diagonal m
```

The weight W sums |Mᵢⱼ|² over ordered pairs i ≠ j.

```lean
/-- The sum of the squared moduli of the off-diagonal entries of a matrix. -/
def offDiagWeight (M : Matrix n n ℂ) : ℝ :=
  ∑ i, ∑ j, if i = j then 0 else ‖M i j‖ ^ 2
```

K abbreviates `couplingFactor J d`.

```lean
/-- The factor `J(J+1)(2J-1)(2J+3)d/60` for quantum number `J` and dimension `d`. -/
def couplingFactor (J d : ℕ) : ℝ :=
  (J : ℝ) * (J + 1) * (2 * J - 1) * (2 * J + 3) * d / 60
```

## (a) Cyclic relabelling

Show that (y, z, x) is again an angular momentum:

[y, z] = ix, [z, x] = iy, [x, y] = iz, y² + z² + x² = J(J+1)·1.

**Solution.** These are the original relations in another order; only the sum of squares needs rearranging.

```lean
/-- A cyclic relabelling of the axes preserves the angular momentum relations. -/
theorem IsAngularMomentum.cyclic {J : ℕ} {x y z : Matrix n n ℂ}
    (h : IsAngularMomentum J x y z) : IsAngularMomentum J y z x :=
  ⟨h.herm_y, h.herm_z, h.herm_x, h.yz, h.zx, h.xy, by rw [← h.casimir]; abel⟩
```

## (b) Exchanging two axes

Show that (y, x, −z) is an angular momentum:

[y, x] = i(−z), [x, −z] = iy, [−z, y] = ix.

**Solution.** The left sides equal −[x, y], [z, x] and [y, z]. Hermiticity and the sum of squares are unaffected by the sign.

```lean
/-- Exchanging two axes and reversing the third preserves the angular momentum relations. -/
theorem IsAngularMomentum.flip {J : ℕ} {x y z : Matrix n n ℂ}
    (h : IsAngularMomentum J x y z) : IsAngularMomentum J y x (-z) where
  herm_x := h.herm_y
  herm_y := h.herm_x
  herm_z := by rw [conjTranspose_neg, h.herm_z]
  xy := by rw [smul_neg, ← h.xy]; abel
  yz := by rw [← h.zx]; noncomm_ring
  zx := by rw [← h.yz]; noncomm_ring
  casimir := by rw [← h.casimir]; noncomm_ring
```

## (c) Equal second moments

Show that

tr x² = tr y².

**Solution.** Insert commutators:

i tr x² = tr([y, z]x) = tr yzx − tr zyx

i tr y² = tr([z, x]y) = tr zxy − tr xzy

The right sides agree by cyclicity (`c1`, `c2`); cancel i.

```lean
/-- The squares of two angular momentum components have the same trace. -/
theorem IsAngularMomentum.trace_sq {J : ℕ} {x y z : Matrix n n ℂ}
    (h : IsAngularMomentum J x y z) : trace (x * x) = trace (y * y) := by
  have k1 : Complex.I * trace (x * x) = trace ((y * z - z * y) * x) := by
    rw [h.yz, Matrix.smul_mul, Matrix.trace_smul, smul_eq_mul]
  have k2 : Complex.I * trace (y * y) = trace ((z * x - x * z) * y) := by
    rw [h.zx, Matrix.smul_mul, Matrix.trace_smul, smul_eq_mul]
  simp only [Matrix.sub_mul, Matrix.trace_sub] at k1 k2
  have c1 : trace (y * z * x) = trace (z * x * y) := by
    simpa only [Matrix.mul_assoc] using Matrix.trace_mul_comm y (z * x)
  have c2 : trace (z * y * x) = trace (x * z * y) := by
    simpa only [Matrix.mul_assoc] using Matrix.trace_mul_comm (z * y) x
  exact mul_left_cancel₀ Complex.I_ne_zero (by linear_combination k1 - k2 + c1 - c2)
```

## (d) The fourth moment

Show that

tr x⁴ = 3 tr x²y² − ½ tr z².

**Solution.** By cyclicity,

i tr x⁴ = tr(x³[y, z]) = tr([z, x³]y)

[z, x³] = i(yx² + xyx + x²y)

so tr x⁴ = 2 tr x²y² + tr xyxy. This is `k4`, before two of its traces are merged. Treating tr xyxy as tr x²y² would lose the last term of the target. Instead, `k3` gives

−tr z² = tr [x, y]² = 2 tr xyxy − 2 tr x²y².

Eliminate tr xyxy.

```lean
/-- The fourth moment of one angular momentum component in terms of a mixed moment and a second
moment: `tr x⁴ = 3 tr x²y² - tr z² / 2`. -/
theorem IsAngularMomentum.trace_quartic {J : ℕ} {x y z : Matrix n n ℂ}
    (h : IsAngularMomentum J x y z) :
    trace (x * x * x * x) = 3 * trace (x * x * y * y) - trace (z * z) / 2 := by
  -- replace one factor by a commutator and move it around the trace
  have k1 : Complex.I * trace (x * x * x * x) = trace (x * x * x * (y * z - z * y)) := by
    rw [h.yz, Matrix.mul_smul, Matrix.trace_smul, smul_eq_mul]
  have k2 : Complex.I * (trace (y * x * x * y) + trace (x * y * x * y)
      + trace (x * x * y * y)) = trace ((z * x - x * z) * x * x * y)
      + trace (x * (z * x - x * z) * x * y) + trace (x * x * (z * x - x * z) * y) := by
    rw [h.zx]
    simp only [Matrix.smul_mul, Matrix.mul_smul, Matrix.trace_smul, smul_eq_mul]
    ring
  have k3 : trace ((x * y - y * x) * (x * y - y * x)) = -trace (z * z) := by
    rw [h.xy]
    simp only [Matrix.smul_mul, Matrix.mul_smul, Matrix.trace_smul, smul_eq_mul]
    linear_combination trace (z * z) * Complex.I_mul_I
  simp only [Matrix.mul_sub, Matrix.sub_mul, Matrix.trace_sub, ← Matrix.mul_assoc] at k1 k2 k3
  have c1 : trace (x * x * x * y * z) = trace (z * x * x * x * y) := by
    simpa only [Matrix.mul_assoc] using Matrix.trace_mul_comm (x * x * x * y) z
  have d1 : trace (y * x * x * y) = trace (x * x * y * y) := by
    simpa only [Matrix.mul_assoc] using Matrix.trace_mul_comm y (x * x * y)
  have d2 : trace (x * y * y * x) = trace (x * x * y * y) := by
    simpa only [Matrix.mul_assoc] using Matrix.trace_mul_comm (x * y * y) x
  have d3 : trace (y * x * y * x) = trace (x * y * x * y) := by
    simpa only [Matrix.mul_assoc] using Matrix.trace_mul_comm y (x * y * x)
  have k4 : trace (x * x * x * x) = trace (y * x * x * y) + trace (x * y * x * y)
      + trace (x * x * y * y) :=
    mul_left_cancel₀ Complex.I_ne_zero (by linear_combination k1 - k2 + c1)
  linear_combination k4 + k3 / 2 + 3 / 2 * d1 + 1 / 2 * d2 - 1 / 2 * d3
```

## (e) The anisotropy

Show that

tr (x² − y²)² = J(J+1)(2J−1)(2J+3)d/15.

**Solution.** Put λ = J(J+1), s = tr x² and q = tr x²y². By (c) and the sum of squares, s = λd/3. Applying (d) to relabelled axes gives tr y⁴ = tr x⁴ = 3q − s/2 and tr x²z² = q. Multiplying the sum of squares by x² and tracing gives

(3q − s/2) + 2q = λs, so q = s(2λ+1)/10.

Hence

tr (x² − y²)² = 2(3q − s/2) − 2q = 4q − s = λ(4λ−3)d/15,

and 4λ − 3 = (2J−1)(2J+3). The final `linear_combination` solves the same linear system.

```lean
/-- For angular momentum components `x, y` with quantum number `J` in dimension `d`,
`tr (x² - y²)² = J(J+1)(2J-1)(2J+3)d/15`. -/
theorem IsAngularMomentum.trace_anisotropy {J : ℕ} {x y z : Matrix n n ℂ}
    (h : IsAngularMomentum J x y z) :
    trace ((x * x - y * y) * (x * x - y * y)) =
      (J : ℂ) * (J + 1) * (2 * J - 1) * (2 * J + 3) * (Fintype.card n : ℂ) / 15 := by
  have e1 := h.trace_quartic
  have e2 := h.flip.trace_quartic
  have e3 := h.cyclic.cyclic.flip.trace_quartic
  simp only [Matrix.neg_mul, Matrix.mul_neg, neg_neg] at e2 e3
  have s1 := h.trace_sq
  have s2 := h.cyclic.trace_sq
  have c1 := congrArg trace h.casimir
  simp only [Matrix.trace_add, Matrix.trace_smul, Matrix.trace_one, smul_eq_mul] at c1
  have c2 := congrArg (fun M => trace (x * x * M)) h.casimir
  simp only [Matrix.mul_add, Matrix.trace_add, Matrix.mul_smul, Matrix.mul_one,
    Matrix.trace_smul, smul_eq_mul, ← Matrix.mul_assoc] at c2
  have c3 : trace (y * y * x * x) = trace (x * x * y * y) := by
    simpa only [Matrix.mul_assoc] using Matrix.trace_mul_comm (y * y) (x * x)
  simp only [Matrix.mul_sub, Matrix.sub_mul, Matrix.trace_sub, ← Matrix.mul_assoc]
  -- solve the linear system for the moments
  linear_combination (-1 / 15) * e1 + e2 + 4 / 15 * e3 + 4 / 5 * c2 + 2 * c3
    + (4 * ((J : ℂ) * (J + 1)) - 3) / 15 * c1
    + (2 * (4 * ((J : ℂ) * (J + 1)) - 3) / 15 + 9 / 15) * s1
    + ((4 * ((J : ℂ) * (J + 1)) - 3) / 15 + 7 / 15) * s2
```

## (f) The weight when z is diagonal

For H = Xx² + Yy² + Zz² with z diagonal, show that

W(H) = (X − Y)² K.

**Solution.** Let T = x² − y². Since x² + y² = λ·1 − z² is diagonal, H has off-diagonal part ½(X − Y)T (`hoff`), up to the diagonal of T. That diagonal vanishes (`hdiag`), because

[z, xy + yx] = 2i(y² − x²)

and a commutator with a diagonal matrix has zero diagonal. As T is Hermitian, Σ|Tᵢⱼ|² = tr T², so W = ¼(X − Y)² tr T². Insert (e).

```lean
/-- For angular momentum components `x, y, z` with `z` diagonal, the off-diagonal weight of the
rotor matrix is `(X - Y)²` times the coupling factor. -/
theorem offDiagWeight_of_diagonal {J : ℕ} {x y z : Matrix n n ℂ}
    (h : IsAngularMomentum J x y z) {m : n → ℂ} (hz : z = diagonal m) (X Y Z : ℝ) :
    offDiagWeight (rotor X Y Z x y z) = (X - Y) ^ 2 * couplingFactor J (Fintype.card n) := by
  obtain ⟨T, hT⟩ : ∃ T, T = x * x - y * y := ⟨_, rfl⟩
  -- `x² - y²` is a commutator with `z`, so its diagonal vanishes
  have comm : z * (x * y + y * x) - (x * y + y * x) * z
      = (2 * Complex.I) • (y * y - x * x) := by
    calc _ = (z * x - x * z) * y - x * (y * z - z * y) - (y * z - z * y) * x
          + y * (z * x - x * z) := by noncomm_ring
      _ = _ := by
        rw [h.zx, h.yz]
        simp only [Matrix.smul_mul, Matrix.mul_smul]
        module
  have hdiag : ∀ i, T i i = 0 := by
    intro i
    have e := congrArg (fun M => M i i) comm
    rw [hz] at e
    simp only [Matrix.sub_apply, Matrix.diagonal_mul, Matrix.mul_diagonal,
      Matrix.smul_apply, smul_eq_mul] at e
    have h2 : (2 * Complex.I) ≠ 0 := mul_ne_zero two_ne_zero Complex.I_ne_zero
    rw [hT, Matrix.sub_apply, sub_eq_zero]
    exact mul_left_cancel₀ h2 (by linear_combination e)
  -- `x² + y²` is diagonal, so only `x² - y²` couples different basis states
  have hoff : ∀ i j, i ≠ j →
      rotor X Y Z x y z i j = (((X - Y) / 2 : ℝ) : ℂ) * T i j := by
    intro i j hij
    have zij : (z * z) i j = 0 := by
      rw [hz, Matrix.diagonal_mul, Matrix.diagonal_apply_ne _ hij, mul_zero]
    have e := congrArg (fun M => M i j) h.casimir
    simp only [Matrix.add_apply, Matrix.smul_apply, Matrix.one_apply_ne hij,
      smul_eq_mul, mul_zero, zij, add_zero] at e
    simp only [rotor, hT, Matrix.add_apply, Matrix.sub_apply, Matrix.smul_apply,
      smul_eq_mul, zij]
    push_cast
    linear_combination (((X : ℂ) + Y) / 2) * e
  have hherm : Tᴴ = T := by
    simp only [hT, Matrix.conjTranspose_sub, Matrix.conjTranspose_mul, h.herm_x, h.herm_y]
  have hstar : ∀ i j, T j i = star (T i j) := by
    intro i j
    have e := congrArg (fun M => M j i) hherm
    exact e.symm
  have nsq : ∀ u : ℂ, ((‖u‖ ^ 2 : ℝ) : ℂ) = u * star u := by
    intro u
    rw [← Complex.normSq_eq_norm_sq]
    exact (Complex.mul_conj u).symm
  have hw : star (((X - Y) / 2 : ℝ) : ℂ) = (((X - Y) / 2 : ℝ) : ℂ) := Complex.conj_ofReal _
  have key : ∀ i j, ((if i = j then 0 else ‖rotor X Y Z x y z i j‖ ^ 2 : ℝ) : ℂ)
      = (((X - Y) / 2 : ℝ) : ℂ) ^ 2 * (T i j * T j i) := by
    intro i j
    by_cases hij : i = j
    · subst hij
      simp [hdiag]
    · rw [if_neg hij, hoff i j hij, nsq, star_mul', hw, hstar i j]
      ring
  have total : ((offDiagWeight (rotor X Y Z x y z) : ℝ) : ℂ)
      = (((X - Y) / 2 : ℝ) : ℂ) ^ 2 * trace (T * T) := by
    simp only [offDiagWeight, Complex.ofReal_sum, key, Matrix.trace, Matrix.diag_apply,
      Matrix.mul_apply, Finset.mul_sum]
  apply Complex.ofReal_injective
  rw [total, hT, h.trace_anisotropy, couplingFactor]
  push_cast
  ring
```

## (g) Any eigenbasis of z

For every eigenbasis U of z, show that

W(UᴴHU) = (X − Y)² K.

**Solution.** Since UUᴴ = 1, products transform as (UᴴpU)(UᴴqU) = UᴴpqU. The transformed components therefore obey the same relations (`h'`), the third is diagonal, and (f) applies.

```lean
/-- For angular momentum components `x, y, z`, in any orthonormal eigenbasis of `z`, the
off-diagonal weight of the rotor matrix is `(X - Y)²` times the coupling factor. -/
theorem offDiagWeight_eigenbasis {J : ℕ} {x y z U : Matrix n n ℂ}
    (h : IsAngularMomentum J x y z) (hU : IsEigenbasis U z) (X Y Z : ℝ) :
    offDiagWeight (Uᴴ * rotor X Y Z x y z * U)
      = (X - Y) ^ 2 * couplingFactor J (Fintype.card n) := by
  obtain ⟨hu, m, hm⟩ := hU
  have cm : ∀ a b : Matrix n n ℂ, (Uᴴ * a * U) * (Uᴴ * b * U) = Uᴴ * (a * b) * U := by
    intro a b
    calc _ = Uᴴ * a * (U * Uᴴ) * b * U := by simp only [Matrix.mul_assoc]
      _ = _ := by
        rw [mul_eq_one_comm.mp hu, Matrix.mul_one]
        simp only [Matrix.mul_assoc]
  have ch : ∀ a : Matrix n n ℂ, aᴴ = a → (Uᴴ * a * U)ᴴ = Uᴴ * a * U := by
    intro a ha
    simp only [Matrix.conjTranspose_mul, Matrix.conjTranspose_conjTranspose, ha,
      Matrix.mul_assoc]
  have cc : ∀ a b c : Matrix n n ℂ, a * b - b * a = Complex.I • c →
      (Uᴴ * a * U) * (Uᴴ * b * U) - (Uᴴ * b * U) * (Uᴴ * a * U)
        = Complex.I • (Uᴴ * c * U) := by
    intro a b c e
    rw [cm, cm, ← Matrix.sub_mul, ← Matrix.mul_sub, e, Matrix.mul_smul, Matrix.smul_mul]
  -- the change of basis preserves the angular momentum relations
  have h' : IsAngularMomentum J (Uᴴ * x * U) (Uᴴ * y * U) (Uᴴ * z * U) :=
    ⟨ch x h.herm_x, ch y h.herm_y, ch z h.herm_z, cc x y z h.xy, cc y z x h.yz,
      cc z x y h.zx, by
        rw [cm, cm, cm, ← Matrix.add_mul, ← Matrix.add_mul, ← Matrix.mul_add,
          ← Matrix.mul_add, h.casimir, Matrix.mul_smul, Matrix.smul_mul, Matrix.mul_one, hu]⟩
  have hr : Uᴴ * rotor X Y Z x y z * U
      = rotor X Y Z (Uᴴ * x * U) (Uᴴ * y * U) (Uᴴ * z * U) := by
    simp only [rotor, cm, Matrix.mul_add, Matrix.add_mul, Matrix.mul_smul, Matrix.smul_mul]
  rw [hr]
  exact offDiagWeight_of_diagonal h' hm X Y Z
```

## (h) Ordering the three axes

Let H = Aa² + Bb² + Cc² with A > B > C, J ≥ 1 and d ≥ 1. For eigenbases along a, b and c, show that

W_a < W_b, W_c < W_b, and W_a < W_c ⇔ 2B < A + C.

**Solution.** Relabelling in (g) gives W_a = (B−C)²K, W_b = (C−A)²K and W_c = (A−B)²K, with K > 0. Then

W_b − W_a = (A−B)(A+B−2C)K > 0

W_b − W_c = (B−C)(2A−B−C)K > 0

W_c − W_a = (A−C)(A+C−2B)K

and the last has the sign of A + C − 2B.

If J = 0 were allowed, the 1 × 1 zero matrices would make all three weights 0, and the strict inequalities would fail.

For a rigid rotor at fixed J, this ranks the three bases by the sum of the squared couplings between their states. It does not by itself rank how mixed the eigenstates are, which also depends on the diagonal entries. The exact energies are the same in all three.

```lean
/-- For angular momentum components in nonzero dimension with `J ≥ 1`, and `A > B > C`, compare the
off-diagonal weights of the rotor matrix in eigenbases along the three principal axes. The weight is
largest for the `B` axis, and is smaller for the `A` axis than for the `C` axis exactly when
`2B < A + C`. -/
theorem quantization_axis_order [Nonempty n] {J : ℕ} (hJ : 1 ≤ J)
    {a b c Ua Ub Uc : Matrix n n ℂ} (h : IsAngularMomentum J a b c)
    (ha : IsEigenbasis Ua a) (hb : IsEigenbasis Ub b) (hc : IsEigenbasis Uc c)
    {A B C : ℝ} (hAB : B < A) (hBC : C < B) :
    offDiagWeight (Uaᴴ * rotor A B C a b c * Ua)
        < offDiagWeight (Ubᴴ * rotor A B C a b c * Ub) ∧
    offDiagWeight (Ucᴴ * rotor A B C a b c * Uc)
        < offDiagWeight (Ubᴴ * rotor A B C a b c * Ub) ∧
    (offDiagWeight (Uaᴴ * rotor A B C a b c * Ua)
        < offDiagWeight (Ucᴴ * rotor A B C a b c * Uc) ↔ 2 * B < A + C) := by
  have ra : rotor A B C a b c = rotor B C A b c a := by simp only [rotor]; abel
  have rb : rotor A B C a b c = rotor C A B c a b := by simp only [rotor]; abel
  have wa := offDiagWeight_eigenbasis h.cyclic ha B C A
  have wb := offDiagWeight_eigenbasis h.cyclic.cyclic hb C A B
  have wc := offDiagWeight_eigenbasis h hc A B C
  rw [← ra] at wa
  rw [← rb] at wb
  -- the common factor is positive for `J ≥ 1`
  have hK : 0 < couplingFactor J (Fintype.card n) := by
    have h1 : (1 : ℝ) ≤ J := by exact_mod_cast hJ
    have h2 : (0 : ℝ) < 2 * J - 1 := by linarith
    have h3 : (0 : ℝ) < J := by linarith
    have h4 : (0 : ℝ) < Fintype.card n := by exact_mod_cast Fintype.card_pos
    unfold couplingFactor
    generalize (2 * (J : ℝ) - 1) = w at h2 ⊢
    positivity
  rw [wa, wb, wc]
  generalize couplingFactor J (Fintype.card n) = K at hK ⊢
  refine ⟨mul_lt_mul_of_pos_right ?_ hK, mul_lt_mul_of_pos_right ?_ hK, ?_⟩
  · have hp : 0 < (A - B) * (A + B - 2 * C) := mul_pos (by linarith) (by linarith)
    linarith [show (C - A) ^ 2 - (B - C) ^ 2 = (A - B) * (A + B - 2 * C) by ring]
  · have hp : 0 < (B - C) * (2 * A - B - C) := mul_pos (by linarith) (by linarith)
    linarith [show (C - A) ^ 2 - (A - B) ^ 2 = (B - C) * (2 * A - B - C) by ring]
  · have key : (A - B) ^ 2 * K - (B - C) ^ 2 * K = ((A - C) * K) * (A + C - 2 * B) := by ring
    have hp : 0 < (A - C) * K := mul_pos (by linarith) hK
    constructor
    · intro hlt
      have hq : 0 < ((A - C) * K) * (A + C - 2 * B) := by linarith
      have := (mul_pos_iff_of_pos_left hp).mp hq
      linarith
    · intro hlt
      have := mul_pos hp (show 0 < A + C - 2 * B by linarith)
      linarith
```

## (i) An explicit case with J = 1

Show that the Cartesian matrices below satisfy the relations with J = 1, and that each component L has an eigenbasis U with

UᴴLU = diag(1, −1, 0).

```lean
/-- The `x` component for `J = 1` in the Cartesian basis. -/
def cartX : Matrix (Fin 3) (Fin 3) ℂ := !![0, 0, 0; 0, 0, -Complex.I; 0, Complex.I, 0]

/-- The `y` component for `J = 1` in the Cartesian basis. -/
def cartY : Matrix (Fin 3) (Fin 3) ℂ := !![0, 0, Complex.I; 0, 0, 0; -Complex.I, 0, 0]

/-- The `z` component for `J = 1` in the Cartesian basis. -/
def cartZ : Matrix (Fin 3) (Fin 3) ℂ := !![0, -Complex.I, 0; Complex.I, 0, 0; 0, 0, 0]
```

**Solution.** The squares are diag(0,1,1), diag(1,0,1) and diag(1,1,0), with sum 2·1. Direct multiplication gives the commutators. For z, the normalised eigenvectors are (1, i, 0)/√2, (1, −i, 0)/√2 and (0, 0, 1); permuting coordinates cyclically gives those for x and y. A common phase (1+i)/√2 on the first two removes the square roots, and the code checks every entry. The Lean statement says only that each U is an eigenbasis; its proof supplies the diagonal entries 1, −1, 0.

```lean
set_option maxHeartbeats 400000 in
/-- The Cartesian matrices form an angular momentum with `J = 1`, and the three unitary
matrices shown are eigenbases along the three axes. -/
theorem quantization_axis_order_witness :
    IsAngularMomentum 1 cartX cartY cartZ ∧
    IsEigenbasis !![0, 0, 1; ⟨1/2, 1/2⟩, ⟨1/2, 1/2⟩, 0; ⟨-1/2, 1/2⟩, ⟨1/2, -1/2⟩, 0] cartX ∧
    IsEigenbasis !![⟨-1/2, 1/2⟩, ⟨1/2, -1/2⟩, 0; 0, 0, 1; ⟨1/2, 1/2⟩, ⟨1/2, 1/2⟩, 0] cartY ∧
    IsEigenbasis !![⟨1/2, 1/2⟩, ⟨1/2, 1/2⟩, 0; ⟨-1/2, 1/2⟩, ⟨1/2, -1/2⟩, 0; 0, 0, 1] cartZ := by
  -- reads off the third entry of an explicit vector
  have third : ∀ {α : Type} (a : α) (f : Fin 2 → α), vecCons a f (2 : Fin 3) = f 1 :=
    fun _ _ => rfl
  refine ⟨⟨?_, ?_, ?_, ?_, ?_, ?_, ?_⟩, ⟨?_, ![1, -1, 0], ?_⟩, ⟨?_, ![1, -1, 0], ?_⟩,
    ⟨?_, ![1, -1, 0], ?_⟩⟩ <;>
  · apply Matrix.ext
    intro i j
    fin_cases i <;> fin_cases j <;>
      norm_num [cartX, cartY, cartZ, Matrix.mul_apply, Fin.sum_univ_three,
        Matrix.conjTranspose_apply, Matrix.one_apply, Matrix.diagonal_apply, Complex.ext_iff,
        third]

end

end AsymmetricTopAxis
```

```lean
#print axioms AsymmetricTopAxis.quantization_axis_order
-- 'AsymmetricTopAxis.quantization_axis_order' depends on axioms: [propext, Classical.choice, Quot.sound]
```
